# Freezing or deleting orbitals never lowers the closed-shell MP2 energy at fixed integrals, fixed orbital energies and a positive gap

## Orbital spaces, integrals and energies

Occupied orbitals are labelled i, j and virtual orbitals a, b. Their energies are e_i and e_a. The real number V_iajb stands for the two-electron integral (ia|jb) in charge-cloud order, so the exchange partner of V_iajb is V_ibja. The denominator of a double excitation is

D_iajb = e_a + e_b − e_i − e_j.

For a finite set O of occupied orbitals and a finite set W of virtual orbitals, the closed-shell MP2 energy, meaning here the second-order correlation energy without the Hartree–Fock part, is

E(O,W) = −Σ V_iajb (2V_iajb − V_ibja) / D_iajb,

with i and j running independently over O, and a and b over W.

A truncation compares a large space O′, W′ with a small one, where O ⊆ O′ and W ⊆ W′. Orbitals in O′ but not in O are frozen, and those in W′ but not in W are deleted. The dropped set R contains every excitation (i,a,j,b) of the large space that involves at least one removed orbital.

In the Lean file, `ι` and `κ` are the types of occupied and virtual labels, `eo` and `ev` are the orbital energies, and `V` is any real function of four labels. The energy is `mp2Energy`, the denominator is `denom`, and R is `dropped`.

## The truncation error lies between one and three direct sums

Assume that every occupied level in O′ lies below every virtual level in W′. This is the same as asking that every D in the large space be positive: the choice i = j, a = b gives one direction, and adding two gaps gives the other.

Write S for the direct sum over the dropped excitations,

S = Σ_R V_iajb² / D_iajb.

Then

S ≤ E(O,W) − E(O′,W′) ≤ 3S.

Since S ≥ 0, the truncated energy is never below the energy of the large space. The two are equal if and only if every V_iajb of the large space that involves a removed orbital, in any of the four positions, is zero.

## Frozen-core and deleted-virtual runs

For closed-shell second-order energies with fixed canonical orbitals and every occupied level below every virtual level, the inequality gives a consistency check on frozen-core and deleted-virtual options: the truncated run must not return a lower correlation energy than the full one, apart from rounding. A violation points to a changed integral or orbital energy, a wrong index range, or a mishandled exchange term.

If the integrals of the large space are available, S can be accumulated over the dropped excitations and the energy difference checked against both bounds. The integrals may be approximate, for instance density-fitted, as long as both runs use the same values.

## Pairing each excitation with its exchange partner

Split each term into a direct and an exchange part,

d_iajb = V_iajb² / D_iajb,

x_iajb = V_iajb V_ibja / D_iajb.

The energy is then the sum of x − 2d over all excitations. Subtracting the sum for the large space from the sum for the small one leaves only the dropped excitations:

E(O,W) − E(O′,W′) = Σ_R (2d − x) = 2S − X, with X = Σ_R x.

It remains to bound X. Interchanging a and b maps R to itself, because the same four orbitals are involved before and after. It also leaves D unchanged, since e_a + e_b is symmetric. The sum of V_ibja²/D_iajb over R is therefore again S. Because D is positive,

0 ≤ Σ_R (V_iajb − V_ibja)² / D_iajb = 2S − 2X,

0 ≤ Σ_R (V_iajb + V_ibja)² / D_iajb = 2S + 2X.

Hence −S ≤ X ≤ S, and 2S − X lies between S and 3S.

If the energy does not change, the lower bound gives S ≤ 0. All terms of S are nonnegative, so each is zero, and with D > 0 each dropped V_iajb is zero. Conversely, if all dropped integrals vanish, then S = 0 and both bounds force the energy difference to be zero.

The smallest nontrivial case has one occupied orbital i and one virtual orbital a. Here V_iajb and its exchange partner coincide, and the energy is

E = −V_iaia² / (2(e_a − e_i)).

Removing either orbital leaves an empty sum, so the energy rises to zero. The rise is exactly S, and the lower bound is attained. If e_a were below e_i and V_iaia nonzero, the same removal would lower the energy, so the inequality can fail when a denominator is negative.

## One excitation can contribute with the opposite sign

The argument needs R to be closed under the interchange of a and b. Removing whole orbitals ensures this, whereas removing individual excitations need not.

Take two occupied and two virtual orbitals, each pair labelled 0 and 1, with occupied energies 0 and virtual energies 1. Every D is then 2. Let V_iajb be 1 if i = a and j = b as labels, and 3 otherwise. These numbers satisfy V_iajb = V_jbia. The excitation (0,0,1,1) has V = 1 and exchange partner 3, so its contribution to the energy is

x − 2d = 3/2 − 1 = 1/2.

Deleting this positive term lowers the energy by 1/2. The numbers are a model and not the Coulomb integrals of actual orbitals: they violate the Cauchy–Schwarz condition V_iajb² ≤ V_iaia V_jbjb, for example with V_0001² = 9 against V_0000 V_0101 = 3.

## From the two squares to the Lean lemmas

`mp2Energy_eq_sum` turns the fourfold sum into a single sum of x − 2d over `excitations`; `ring` handles the algebra of each term. In the code, the letter `x` names an excitation and not the exchange term.

`abs_exchange_le_direct` proves |X| ≤ S with both sums taken over any finite set of excitations that has positive denominators and is closed under the interchange. In the code of this lemma, the letter `S` names that set and not the direct sum. Inside the proof, `hswap` relabels the direct sum by `swapVirtuals`, which is its own inverse. The statements `hp` and `hm` are the two squares, taken term by term and rearranged by `linear_combination`. Summing them and applying `linarith` gives the two sides of the absolute-value bound.

`mem_dropped` spells out membership in R. `truncation_error_bounds` uses `Finset.sum_sdiff` to write the energy difference as a sum over R, checks closure with `tauto` and positivity from the gap, and combines the results into the two-sided bound.

`mp2Energy_truncation` derives the inequality and the equality condition. For the forward direction it uses `Finset.sum_eq_zero_iff_of_nonneg`: a vanishing sum of nonnegative terms has only zero terms. `deleting_one_excitation_can_lower` separates the chosen term from the model sum and evaluates it with `norm_num`.

```lean
import Mathlib

open Finset

namespace MP2OrbitalTruncation

noncomputable section

variable {ι κ : Type*}

/-- The MP2 denominator `e_a + e_b - e_i - e_j` of a double excitation from the occupied
orbitals `i, j` to the virtual orbitals `a, b`. -/
def denom (eo : ι → ℝ) (ev : κ → ℝ) (i : ι) (a : κ) (j : ι) (b : κ) : ℝ :=
  ev a + ev b - eo i - eo j

/-- The closed-shell MP2 energy with occupied orbitals `O` and virtual orbitals `W`,
for nonzero denominators. -/
def mp2Energy (V : ι → κ → ι → κ → ℝ) (eo : ι → ℝ) (ev : κ → ℝ)
    (O : Finset ι) (W : Finset κ) : ℝ :=
  -∑ i ∈ O, ∑ a ∈ W, ∑ j ∈ O, ∑ b ∈ W,
    V i a j b * (2 * V i a j b - V i b j a) / denom eo ev i a j b

/-- The direct term `V_iajb² / D` of one double excitation, for a nonzero denominator. -/
def direct (V : ι → κ → ι → κ → ℝ) (eo : ι → ℝ) (ev : κ → ℝ) : ι × κ × ι × κ → ℝ
  | (i, a, j, b) => V i a j b ^ 2 / denom eo ev i a j b

/-- The exchange term `V_iajb V_ibja / D` of one double excitation, for a nonzero
denominator. -/
def exchange (V : ι → κ → ι → κ → ℝ) (eo : ι → ℝ) (ev : κ → ℝ) : ι × κ × ι × κ → ℝ
  | (i, a, j, b) => V i a j b * V i b j a / denom eo ev i a j b

/-- Interchange of the two virtual orbitals of a double excitation. -/
def swapVirtuals : ι × κ × ι × κ → ι × κ × ι × κ
  | (i, a, j, b) => (i, b, j, a)

/-- All double excitations `(i, a, j, b)` from the orbitals `O` to the orbitals `W`. -/
def excitations (O : Finset ι) (W : Finset κ) : Finset (ι × κ × ι × κ) :=
  O ×ˢ W ×ˢ O ×ˢ W

/-- The MP2 energy is the sum of exchange minus twice direct terms over all double
excitations. -/
theorem mp2Energy_eq_sum (V : ι → κ → ι → κ → ℝ) (eo : ι → ℝ) (ev : κ → ℝ)
    (O : Finset ι) (W : Finset κ) :
    mp2Energy V eo ev O W =
      ∑ x ∈ excitations O W, (exchange V eo ev x - 2 * direct V eo ev x) := by
  simp only [mp2Energy, excitations, Finset.sum_product, ← Finset.sum_neg_distrib]
  refine sum_congr rfl fun i _ => sum_congr rfl fun a _ =>
    sum_congr rfl fun j _ => sum_congr rfl fun b _ => ?_
  simp only [exchange, direct]
  ring

/-- Over any set of double excitations with positive denominators that is closed under
interchange of the virtual orbitals, the exchange sum is at most the direct sum in
absolute value. -/
theorem abs_exchange_le_direct (V : ι → κ → ι → κ → ℝ) (eo : ι → ℝ) (ev : κ → ℝ)
    (S : Finset (ι × κ × ι × κ))
    (hS : ∀ i a j b, (i, a, j, b) ∈ S → (i, b, j, a) ∈ S)
    (hD : ∀ i a j b, (i, a, j, b) ∈ S → 0 < denom eo ev i a j b) :
    |∑ x ∈ S, exchange V eo ev x| ≤ ∑ x ∈ S, direct V eo ev x := by
  -- relabelling the virtual orbitals leaves the direct sum unchanged
  have hswap : ∑ x ∈ S, direct V eo ev (swapVirtuals x) = ∑ x ∈ S, direct V eo ev x := by
    refine Finset.sum_nbij' swapVirtuals swapVirtuals ?_ ?_ ?_ ?_ ?_
    · rintro ⟨i, a, j, b⟩ h
      exact hS i a j b h
    · rintro ⟨i, a, j, b⟩ h
      exact hS i a j b h
    · rintro ⟨i, a, j, b⟩ _
      rfl
    · rintro ⟨i, a, j, b⟩ _
      rfl
    · rintro ⟨i, a, j, b⟩ _
      rfl
  have hsymm : ∀ i a j b, denom eo ev i b j a = denom eo ev i a j b := by
    intro i a j b
    unfold denom
    ring
  -- the squares of V_iajb - V_ibja and V_iajb + V_ibja are nonnegative
  have hp : ∀ x ∈ S, 2 * exchange V eo ev x ≤
      direct V eo ev x + direct V eo ev (swapVirtuals x) := by
    rintro ⟨i, a, j, b⟩ h
    have h0 := div_nonneg (sq_nonneg (V i a j b - V i b j a)) (hD i a j b h).le
    simp only [direct, exchange, swapVirtuals, hsymm i a j b]
    linear_combination h0
  have hm : ∀ x ∈ S, (-2) * exchange V eo ev x ≤
      direct V eo ev x + direct V eo ev (swapVirtuals x) := by
    rintro ⟨i, a, j, b⟩ h
    have h0 := div_nonneg (sq_nonneg (V i a j b + V i b j a)) (hD i a j b h).le
    simp only [direct, exchange, swapVirtuals, hsymm i a j b]
    linear_combination h0
  have h1 := Finset.sum_le_sum hp
  have h2 := Finset.sum_le_sum hm
  rw [← Finset.mul_sum, Finset.sum_add_distrib, hswap] at h1 h2
  rw [abs_le]
  constructor <;> linarith

variable [DecidableEq ι] [DecidableEq κ]

/-- The double excitations of the space `O', W'` that are absent from the space `O, W`. -/
def dropped (O O' : Finset ι) (W W' : Finset κ) : Finset (ι × κ × ι × κ) :=
  excitations O' W' \ excitations O W

/-- A double excitation is dropped exactly when it lies in the large space and involves
at least one removed orbital. -/
theorem mem_dropped (O O' : Finset ι) (W W' : Finset κ) (i : ι) (a : κ) (j : ι) (b : κ) :
    (i, a, j, b) ∈ dropped O O' W W' ↔
      (i ∈ O' ∧ a ∈ W' ∧ j ∈ O' ∧ b ∈ W') ∧ (i ∉ O ∨ a ∉ W ∨ j ∉ O ∨ b ∉ W) := by
  simp only [dropped, excitations, Finset.mem_sdiff, Finset.mem_product, not_and_or]

/-- If all occupied levels lie below all virtual levels, the MP2 energy rises on removing
orbitals by at least the direct sum over the dropped excitations, and by at most three
times that sum. -/
theorem truncation_error_bounds (V : ι → κ → ι → κ → ℝ) (eo : ι → ℝ) (ev : κ → ℝ)
    {O O' : Finset ι} {W W' : Finset κ} (hO : O ⊆ O') (hW : W ⊆ W')
    (hgap : ∀ i ∈ O', ∀ a ∈ W', eo i < ev a) :
    ∑ x ∈ dropped O O' W W', direct V eo ev x ≤
        mp2Energy V eo ev O W - mp2Energy V eo ev O' W' ∧
      mp2Energy V eo ev O W - mp2Energy V eo ev O' W' ≤
        3 * ∑ x ∈ dropped O O' W W', direct V eo ev x := by
  have hsub : excitations O W ⊆ excitations O' W' :=
    Finset.product_subset_product hO
      (Finset.product_subset_product hW (Finset.product_subset_product hO hW))
  -- the energy difference is the sum over the dropped excitations
  have hsum := Finset.sum_sdiff
    (f := fun x => exchange V eo ev x - 2 * direct V eo ev x) hsub
  rw [← mp2Energy_eq_sum, ← mp2Energy_eq_sum, Finset.sum_sub_distrib,
    ← Finset.mul_sum] at hsum
  have hex := abs_exchange_le_direct V eo ev (dropped O O' W W')
    (fun i a j b h => by
      rw [mem_dropped] at h ⊢
      tauto)
    (fun i a j b h => by
      obtain ⟨⟨hi, ha, hj, hb⟩, _⟩ := (mem_dropped O O' W W' i a j b).1 h
      have h1 := hgap i hi a ha
      have h2 := hgap j hj b hb
      unfold denom
      linarith)
  rw [abs_le] at hex
  obtain ⟨h1, h2⟩ := hex
  unfold dropped at h1 h2 ⊢
  constructor <;> linarith

/-- With fixed integrals, fixed orbital energies and all occupied levels below all virtual levels,
freezing occupied and deleting virtual orbitals never lowers the closed-shell MP2 energy. The energy
is unchanged if and only if every integral `V_iajb` of the large space that involves a removed
orbital vanishes. -/
theorem mp2Energy_truncation (V : ι → κ → ι → κ → ℝ) (eo : ι → ℝ) (ev : κ → ℝ)
    {O O' : Finset ι} {W W' : Finset κ} (hO : O ⊆ O') (hW : W ⊆ W')
    (hgap : ∀ i ∈ O', ∀ a ∈ W', eo i < ev a) :
    mp2Energy V eo ev O' W' ≤ mp2Energy V eo ev O W ∧
      (mp2Energy V eo ev O W = mp2Energy V eo ev O' W' ↔
        ∀ i ∈ O', ∀ a ∈ W', ∀ j ∈ O', ∀ b ∈ W',
          (i ∉ O ∨ a ∉ W ∨ j ∉ O ∨ b ∉ W) → V i a j b = 0) := by
  obtain ⟨hlow, hupp⟩ := truncation_error_bounds V eo ev hO hW hgap
  have hD : ∀ i ∈ O', ∀ a ∈ W', ∀ j ∈ O', ∀ b ∈ W', 0 < denom eo ev i a j b := by
    intro i hi a ha j hj b hb
    have h1 := hgap i hi a ha
    have h2 := hgap j hj b hb
    unfold denom
    linarith
  have hnn : ∀ x ∈ dropped O O' W W', 0 ≤ direct V eo ev x := by
    rintro ⟨i, a, j, b⟩ h
    obtain ⟨⟨hi, ha, hj, hb⟩, _⟩ := (mem_dropped O O' W W' i a j b).1 h
    exact div_nonneg (sq_nonneg _) (hD i hi a ha j hj b hb).le
  have hpos := Finset.sum_nonneg hnn
  refine ⟨by linarith, ?_, ?_⟩
  · -- no energy change: each dropped direct term is zero
    intro heq i hi a ha j hj b hb hout
    have hzero : ∑ x ∈ dropped O O' W W', direct V eo ev x = 0 := by linarith
    have hterm := (Finset.sum_eq_zero_iff_of_nonneg hnn).1 hzero (i, a, j, b)
      ((mem_dropped O O' W W' i a j b).2 ⟨⟨hi, ha, hj, hb⟩, hout⟩)
    have hne := (hD i hi a ha j hj b hb).ne'
    simp only [direct] at hterm
    rcases div_eq_zero_iff.1 hterm with h | h
    · exact pow_eq_zero_iff (two_ne_zero) |>.1 h
    · exact absurd h hne
  · -- vanishing integrals: both bounds on the energy change are zero
    intro hV
    have hzero : ∑ x ∈ dropped O O' W W', direct V eo ev x = 0 := by
      refine Finset.sum_eq_zero ?_
      rintro ⟨i, a, j, b⟩ h
      obtain ⟨⟨hi, ha, hj, hb⟩, hout⟩ := (mem_dropped O O' W W' i a j b).1 h
      simp [direct, hV i hi a ha j hj b hb hout]
    linarith

/-- Model integrals for two occupied and two virtual orbitals: `V_iajb` is 1 if `i = a` and
`j = b` as labels, and 3 otherwise. -/
def modelV (i a j b : Fin 2) : ℝ := if i = a ∧ j = b then 1 else 3

/-- The model integrals are symmetric under interchange of the electrons, and with occupied
levels 0 and virtual levels 1, deleting the single excitation term `(0, 0, 1, 1)` lowers the
MP2 energy. -/
theorem deleting_one_excitation_can_lower :
    (∀ i a j b, modelV i a j b = modelV j b i a) ∧
      ∑ x ∈ (excitations (univ : Finset (Fin 2)) (univ : Finset (Fin 2))).erase (0, 0, 1, 1),
          (exchange modelV (fun _ => 0) (fun _ => 1) x
            - 2 * direct modelV (fun _ => 0) (fun _ => 1) x) <
        mp2Energy modelV (fun _ => 0) (fun _ => 1) univ univ := by
  constructor
  · intro i a j b
    simp only [modelV, and_comm]
  · have hmem : ((0, 0, 1, 1) : Fin 2 × Fin 2 × Fin 2 × Fin 2) ∈
        excitations (univ : Finset (Fin 2)) (univ : Finset (Fin 2)) := by
      simp [excitations]
    rw [mp2Energy_eq_sum, ← Finset.sum_erase_add _ _ hmem]
    -- the deleted term equals 3/2 - 1 = 1/2
    have hterm : exchange modelV (fun _ => 0) (fun _ => 1) (0, 0, 1, 1)
        - 2 * direct modelV (fun _ => 0) (fun _ => 1) (0, 0, 1, 1) = 1 / 2 := by
      norm_num [exchange, direct, modelV, denom]
    linarith

end

end MP2OrbitalTruncation
```

```lean
#print axioms MP2OrbitalTruncation.mp2Energy_truncation
#print axioms MP2OrbitalTruncation.deleting_one_excitation_can_lower
```

```
'MP2OrbitalTruncation.mp2Energy_truncation' depends on axioms: [propext, Classical.choice, Quot.sound]
'MP2OrbitalTruncation.deleting_one_excitation_can_lower' depends on axioms: [propext, Classical.choice, Quot.sound]
```

## Same orbitals, same energies, whole orbitals removed

Read in words, `mp2Energy_truncation` takes arbitrary real integrals and orbital energies, nested finite sets given by `hO` and `hW`, and the gap condition `hgap` on the large space. It concludes that the large-space energy is at most the small-space energy, and that equality is equivalent to the vanishing of every large-space integral with a removed orbital. Empty orbital sets are allowed. No permutation symmetry of `V` is assumed, so the result applies in particular to integrals over real orbitals.

The gap condition is an assumption about the reference state: every double excitation must cost energy at zeroth order. It is not derived from a Hartree–Fock calculation. Likewise, the closed-shell MP2 formula is taken as the definition of the energy and is not derived from perturbation theory.

Both energies use the same `V`, `eo` and `ev`. A truncation that rotates the retained virtual orbitals and assigns them new energies, as happens when truncated natural orbitals are made canonical again, therefore does not meet the hypotheses as they stand. The same holds for a change of atomic-orbital basis followed by a new self-consistent field calculation.

The theorem also takes the small space to be a full product of orbital sets. Screening individual excitations is a different kind of truncation, and the two-by-two model shows that the inequality can then fail when only electron-exchange symmetry is required of the integrals. Giving each occupied pair its own subset of the fixed virtual orbitals is not covered by the theorem as stated either, but the dropped set is then still closed under the interchange of a and b, so the same pairing argument applies.

The theorems concern real numbers, so a code comparing floating-point energies needs a tolerance suited to its summation and integral thresholds.
